# For $h,w>0$ the Numerov recurrence for $x''=-w^2x$ has only bounded solutions iff $h^2w^2 < 6$

## Question

For a step $h>0$ and an angular frequency $w>0$, every real solution of the Numerov recurrence for $x''=-w^2x$,
$$x_{n+2}-2x_{n+1}+x_n=-\tfrac{h^2w^2}{12}\,(x_{n+2}+10x_{n+1}+x_n),$$
is supposed to stay bounded exactly when $h^2w^2<6$, while position Verlet already fails at $h^2w^2=4$. How can this be stated and proved in Lean 4 with Mathlib, including the edge $h^2w^2=6$?

## Answer

### Modelling

A trajectory is a sequence `x : ℕ → ℝ`, with `x n` the position after $n$ steps. Each scheme is a predicate on sequences, so the implicit Numerov equation needs no solving to be stated, and quantifying over solutions covers all starting values $x_0,x_1$. `IsBounded x` asks for a constant $C$ with $|x_n|\le C$ for all $n$. Write $s=h^2w^2$. `IsBetaScheme` is the family, with real weight $\beta$,
$$x_{n+2}-2x_{n+1}+x_n=-s\,\big(\beta x_{n+2}+(1-2\beta)x_{n+1}+\beta x_n\big),$$
in which Numerov is $\beta=1/12$.

### Derivation

1. Let $x_{n+2}=a\,x_{n+1}-x_n$ with $a$ real, and $Q_n=x_{n+1}^2-a\,x_{n+1}x_n+x_n^2$. Then
$$Q_{n+1}=x_{n+2}(x_{n+2}-a x_{n+1})+x_{n+1}^2=-(a x_{n+1}-x_n)\,x_n+x_{n+1}^2=Q_n .$$
2. Let $|a|\ge2$ and let $u$ be the solution with $u_0=0$, $u_1=1$. The inequality $|u_{m+1}|\ge|u_m|+1$ holds at $m=0$, and it propagates:
$$|u_{m+2}|\ge|a||u_{m+1}|-|u_m|\ge 2|u_{m+1}|-|u_m|\ge|u_{m+1}|+1 .$$
Hence $|u_n|\ge n$.
3. Let $|a|<2$, so $1-a^2/4>0$. From $Q_0=Q_n=(x_{n+1}-\tfrac a2x_n)^2+(1-\tfrac{a^2}{4})x_n^2$ follows $|x_n|\le\sqrt{Q_0/(1-a^2/4)}$. With step 2, all solutions are bounded iff $|a|<2$.
4. Collecting terms in the $\beta$-scheme gives $(1+\beta s)(x_{n+2}+x_n)=(2-(1-2\beta)s)\,x_{n+1}$. For $\beta\ge0$, $s>0$ the factor $1+\beta s$ is positive, so this is the recurrence of step 1 with $a=\dfrac{2-(1-2\beta)s}{1+\beta s}$. Now $a<2$ means $2-(1-2\beta)s<2+2\beta s$, that is $s>0$, and $a>-2$ means $2-(1-2\beta)s>-2-2\beta s$, that is $(1-4\beta)s<4$.
5. At $\beta=1/12$ the condition is $\tfrac23 s<4$, or $s<6$.
6. At $s=6$ take $x_n=(-1)^n n$. The left side is $(-1)^n[(n+2)+2(n+1)+n]=(-1)^n(4n+4)$, and the right side is $-\tfrac12(-1)^n[(n+2)-10(n+1)+n]$, the same number.
7. Verlet, $x_{n+2}=(2-s)x_{n+1}-x_n$, has $a=2-s\le-2$ for $s\ge4$, so step 2 applies.

For example, at $s=5$ Numerov has $a=(2-\tfrac{25}{6})/(1+\tfrac5{12})=-\tfrac{26}{17}$. From $0,1$ the sequence continues $-1.529,\ 1.339,\dots$; here $Q_0=1$ and $1-a^2/4=\tfrac{120}{289}$, so the bound is $17/\sqrt{120}\approx1.552$. Verlet has $a=-3$ and gives $0,1,-3,8,-21,55$.

### The file

```lean
import Mathlib

open Real

namespace NumerovStability

noncomputable section

/-- A discrete trajectory is bounded if `|x n|` stays below a fixed constant at all steps. -/
def IsBounded (x : ℕ → ℝ) : Prop := ∃ C : ℝ, ∀ n, |x n| ≤ C

/-- The Numerov recurrence with step `h` for the oscillator `x'' = -w² x`. -/
def IsNumerov (h w : ℝ) (x : ℕ → ℝ) : Prop :=
  ∀ n, x (n + 2) - 2 * x (n + 1) + x n
    = -(h ^ 2 * w ^ 2) * (x (n + 2) + 10 * x (n + 1) + x n) / 12

/-- The position Verlet recurrence with step `h` for the oscillator `x'' = -w² x`. -/
def IsVerlet (h w : ℝ) (x : ℕ → ℝ) : Prop :=
  ∀ n, x (n + 2) = 2 * x (n + 1) - x n - h ^ 2 * w ^ 2 * x (n + 1)

/-- The symmetric two-step scheme for `x'' = -w² x` that averages the force over three
steps with weights `β, 1 - 2β, β`. -/
def IsBetaScheme (β h w : ℝ) (x : ℕ → ℝ) : Prop :=
  ∀ n, x (n + 2) - 2 * x (n + 1) + x n
    = -(h ^ 2 * w ^ 2) * (β * x (n + 2) + (1 - 2 * β) * x (n + 1) + β * x n)

/-- The explicit three-term recurrence `x(n+2) = a x(n+1) - x(n)`. -/
def IsThreeTerm (a : ℝ) (x : ℕ → ℝ) : Prop :=
  ∀ n, x (n + 2) = a * x (n + 1) - x n

/-- The solution of `x(n+2) = a x(n+1) - x(n)` started from `x 0 = 0`, `x 1 = 1`. -/
def kicked (a : ℝ) : ℕ → ℝ
  | 0 => 0
  | 1 => 1
  | n + 2 => a * kicked a (n + 1) - kicked a n

/-- The coefficient `(2 - (1 - 2β) h²w²) / (1 + β h²w²)` of the `β`-scheme. -/
def gain (β h w : ℝ) : ℝ :=
  (2 - (1 - 2 * β) * (h ^ 2 * w ^ 2)) / (1 + β * (h ^ 2 * w ^ 2))

/-- Along a solution of the three-term recurrence the quadratic form
`x(n+1)² - a x(n+1) x(n) + x(n)²` keeps its initial value. -/
theorem quadratic_invariant {a : ℝ} {x : ℕ → ℝ} (hx : IsThreeTerm a x) (n : ℕ) :
    x (n + 1) ^ 2 - a * x (n + 1) * x n + x n ^ 2
      = x 1 ^ 2 - a * x 1 * x 0 + x 0 ^ 2 := by
  induction n with
  | zero => simp
  | succ n ih =>
    have h2 : x (n + 1 + 1) = a * x (n + 1) - x n := hx n
    rw [h2, ← ih]
    ring

/-- For `|a| ≥ 2` the solution started from `0, 1` grows at least linearly: `|x n| ≥ n`. -/
theorem kicked_growth {a : ℝ} (ha : 2 ≤ |a|) (n : ℕ) : (n : ℝ) ≤ |kicked a n| := by
  -- the amplitude gains at least one unit per step
  have key : ∀ m : ℕ, (m : ℝ) ≤ |kicked a m| ∧ |kicked a m| + 1 ≤ |kicked a (m + 1)| := by
    intro m
    induction m with
    | zero => simp [kicked]
    | succ m ih =>
      obtain ⟨h1, h2⟩ := ih
      refine ⟨by push_cast; linarith, ?_⟩
      have e : kicked a (m + 1 + 1) = a * kicked a (m + 1) - kicked a m := by
        rw [kicked]
      have h3 := abs_sub_abs_le_abs_sub (a * kicked a (m + 1)) (kicked a m)
      rw [abs_mul] at h3
      have h4 : 2 * |kicked a (m + 1)| ≤ |a| * |kicked a (m + 1)| :=
        mul_le_mul_of_nonneg_right ha (abs_nonneg _)
      rw [e]
      linarith
  exact (key n).1

/-- For `|a| ≥ 2` the solution started from `0, 1` is unbounded. -/
theorem kicked_unbounded {a : ℝ} (ha : 2 ≤ |a|) : ¬ IsBounded (kicked a) := by
  rintro ⟨C, hC⟩
  obtain ⟨n, hn⟩ := exists_nat_gt C
  linarith [hC n, kicked_growth ha n]

/-- Every solution of `x(n+2) = a x(n+1) - x(n)` is bounded iff `|a| < 2`. -/
theorem threeTerm_bounded_iff (a : ℝ) :
    (∀ x, IsThreeTerm a x → IsBounded x) ↔ |a| < 2 := by
  constructor
  · intro H
    by_contra hc
    exact kicked_unbounded (not_lt.mp hc) (H _ (fun n => by rw [kicked]))
  · intro ha x hx
    obtain ⟨h1, h2⟩ := abs_lt.mp ha
    have hpos : 0 < 1 - a ^ 2 / 4 := by
      nlinarith [mul_pos (sub_pos.mpr h1) (sub_pos.mpr h2)]
    -- the invariant is a square plus (1 - a²/4) x(n)²
    refine ⟨Real.sqrt ((x 1 ^ 2 - a * x 1 * x 0 + x 0 ^ 2) / (1 - a ^ 2 / 4)), fun n => ?_⟩
    apply Real.abs_le_sqrt
    rw [le_div_iff₀ hpos, ← quadratic_invariant hx n]
    nlinarith [sq_nonneg (x (n + 1) - a / 2 * x n)]

/-- When `1 + β h²w² ≠ 0`, the implicit `β`-scheme has the same solutions as the explicit
three-term recurrence with coefficient `gain β h w`. -/
theorem betaScheme_iff_threeTerm {β h w : ℝ} (hd : 1 + β * (h ^ 2 * w ^ 2) ≠ 0)
    (x : ℕ → ℝ) : IsBetaScheme β h w x ↔ IsThreeTerm (gain β h w) x := by
  have hg : gain β h w * (1 + β * (h ^ 2 * w ^ 2)) = 2 - (1 - 2 * β) * (h ^ 2 * w ^ 2) := by
    unfold gain
    exact div_mul_cancel₀ _ hd
  constructor
  · intro H n
    apply mul_left_cancel₀ hd
    linear_combination H n - x (n + 1) * hg
  · intro H n
    linear_combination (1 + β * (h ^ 2 * w ^ 2)) * H n + x (n + 1) * hg

/-- For `β ≥ 0` and `h²w² > 0`, every solution of the `β`-scheme is bounded iff
`(1 - 4β) h²w² < 4`. -/
theorem betaScheme_bounded_iff {β h w : ℝ} (hβ : 0 ≤ β) (hs : 0 < h ^ 2 * w ^ 2) :
    (∀ x, IsBetaScheme β h w x → IsBounded x) ↔ (1 - 4 * β) * (h ^ 2 * w ^ 2) < 4 := by
  have hd : 0 < 1 + β * (h ^ 2 * w ^ 2) := by
    have := mul_nonneg hβ hs.le
    linarith
  simp only [betaScheme_iff_threeTerm hd.ne']
  rw [threeTerm_bounded_iff]
  unfold gain
  rw [abs_lt, lt_div_iff₀ hd, div_lt_iff₀ hd]
  -- the upper bound always holds, the lower bound is the step-size condition
  constructor
  · rintro ⟨h1, _⟩
    nlinarith
  · intro h1
    constructor <;> nlinarith

/-- The Numerov recurrence is the `β`-scheme with `β = 1/12`. -/
theorem numerov_iff_betaScheme (h w : ℝ) (x : ℕ → ℝ) :
    IsNumerov h w x ↔ IsBetaScheme (1 / 12) h w x := by
  constructor
  · intro H n
    linear_combination H n
  · intro H n
    linear_combination H n

/-- For `h, w > 0`, every real solution of the Numerov recurrence for `x'' = -w² x` is
bounded iff `h²w² < 6`. -/
theorem numerov_bounded_iff {h w : ℝ} (hh : 0 < h) (hw : 0 < w) :
    (∀ x, IsNumerov h w x → IsBounded x) ↔ h ^ 2 * w ^ 2 < 6 := by
  simp only [numerov_iff_betaScheme]
  rw [betaScheme_bounded_iff (by norm_num) (by positivity)]
  constructor <;> intro H <;> linarith

/-- At `h²w² = 6` the sequence `(-1)ⁿ n` solves the Numerov recurrence and is unbounded. -/
theorem numerov_edge_unbounded {h w : ℝ} (hs : h ^ 2 * w ^ 2 = 6) :
    IsNumerov h w (fun n => (-1) ^ n * (n : ℝ)) ∧
      ¬ IsBounded (fun n => (-1) ^ n * (n : ℝ)) := by
  constructor
  · unfold IsNumerov
    intro n
    rw [hs]
    simp only [pow_add]
    push_cast
    ring
  · rintro ⟨C, hC⟩
    obtain ⟨n, hn⟩ := exists_nat_gt C
    have h1 : |(-1 : ℝ) ^ n * (n : ℝ)| ≤ C := hC n
    rw [abs_mul, abs_pow, abs_neg, abs_one, one_pow, one_mul] at h1
    linarith [le_abs_self (n : ℝ)]

/-- For `4 ≤ h²w² < 6` every Numerov solution is bounded, while the sequence
`kicked (2 - h²w²)` solves the Verlet recurrence and is unbounded. -/
theorem numerov_wider_than_verlet {h w : ℝ} (h4 : 4 ≤ h ^ 2 * w ^ 2)
    (h6 : h ^ 2 * w ^ 2 < 6) :
    (∀ x, IsNumerov h w x → IsBounded x) ∧
      IsVerlet h w (kicked (2 - h ^ 2 * w ^ 2)) ∧
      ¬ IsBounded (kicked (2 - h ^ 2 * w ^ 2)) := by
  refine ⟨?_, ?_, ?_⟩
  · simp only [numerov_iff_betaScheme]
    rw [betaScheme_bounded_iff (by norm_num) (by linarith)]
    linarith
  · intro n
    rw [kicked]
    ring
  · apply kicked_unbounded
    linarith [neg_le_abs (2 - h ^ 2 * w ^ 2)]

end

end NumerovStability
```

```lean
#print axioms NumerovStability.numerov_bounded_iff
#print axioms NumerovStability.numerov_edge_unbounded
#print axioms NumerovStability.numerov_wider_than_verlet
```

```
'NumerovStability.numerov_bounded_iff' depends on axioms: [propext, Classical.choice, Quot.sound]
'NumerovStability.numerov_edge_unbounded' depends on axioms: [propext, Classical.choice, Quot.sound]
'NumerovStability.numerov_wider_than_verlet' depends on axioms: [propext, Classical.choice, Quot.sound]
```

### What the theorems say

`numerov_bounded_iff` is the claim as asked. Its hypotheses `hh` and `hw` serve only to make $s$ positive; at $s=0$ the sequence $x_n=n$ is a solution although $0<6$. `betaScheme_bounded_iff` is step 4, and its condition holds for every $s>0$ once $\beta\ge1/4$. `numerov_edge_unbounded` exhibits the solution at $s=6$. `numerov_wider_than_verlet` says that for $4\le s<6$ all Numerov solutions are bounded, while `kicked (2 - h ^ 2 * w ^ 2)` satisfies `IsVerlet` and is unbounded. Verlet's own window $0<s<4$ appears as the case $\beta=0$ of the family; no theorem states it for `IsVerlet` itself.

The setting is one degree of freedom, a linear force, constant $h$ and $w$, and exact real arithmetic. The statements concern boundedness only, and say nothing on how closely $x_n$ follows the exact oscillation.

### How the proof follows the steps

`quadratic_invariant` is step 1: induction, substitution of the recurrence, then `ring`. `kicked` is $u$, and `kicked_growth` carries both inequalities of step 2 in `key`; `abs_sub_abs_le_abs_sub` is the reverse triangle inequality, `h4` replaces $|a|$ by $2$. `kicked_unbounded` picks an integer $n>C$. In `threeTerm_bounded_iff` the forward direction applies the hypothesis to `kicked a`; the reverse supplies the square root of step 3 as $C$ and hands `nlinarith` the completed square. `gain` is the $a$ of step 4. `betaScheme_iff_threeTerm` multiplies out its denominator in `hg`, and each direction is then a `linear_combination` of `H n` and `hg`. `betaScheme_bounded_iff` splits $|a|<2$ into the two inequalities and clears the positive denominator. `numerov_iff_betaScheme` matches the weights $1,10,1$ over $12$, which leaves step 5 to `linarith`. The last two theorems are steps 6 and 7, with `neg_le_abs` giving $|2-s|\ge s-2\ge2$.

### Remarks

The remarks below are ordinary reasoning that Lean has not checked. Stability could instead be modelled through the roots $\lambda$ of $\lambda^2-a\lambda+1=0$, asking $|\lambda|\le1$ for both. That condition is $|a|\le2$ and would admit $s=6$, where the double root $-1$ produces the linearly growing solution of step 6. Boundedness of all trajectories gives the strict inequality.

In code the linear case is the explicit update `x_next = a * x_cur - x_prev` with $a=(2-\tfrac56s)/(1+\tfrac{s}{12})$ computed once. The same recurrence arises when the one-dimensional Schrödinger equation $\psi''=-k^2\psi$ is integrated on a grid of spacing $h$; for a constant potential below the energy, the wavenumber $k$ plays the role of $w$ and the condition reads $hk<\sqrt6$. For a nonlinear force in molecular dynamics the force at step $n+2$ is unknown beforehand, and a predictor followed by a fixed number of corrector passes defines a different recurrence, whose window on the oscillator has to be found separately.
